# In a coupled three-orbital s–p–s* model, the upper s–p level falls if s* lies above it and rises if s* lies below it

Let an s and an s* orbital both couple to one p orbital, with nonzero real couplings. The two levels of the s–p pair then strictly separate the three levels of the full Hamiltonian. The upper s–p level is pushed down by s* when s* lies above it, and pushed up when s* lies below it, so the s* coupling does not always lower it.

A block of this form occurs at the X point of a zincblende crystal in nearest-neighbour sp³s* tight binding without spin–orbit coupling. It joins s and s* on one atom type to the p orbital along the direction of X on the other, and a suitable phase of the p orbital makes both couplings real. For that non-interacting three-orbital block, the result tells which way the s* coupling shifts a conduction level identified with the upper s–p level.

## The two Hamiltonians and their levels

The orbital energies are $e_s,e_p,e_x$ (`es`, `ep`, `ex`), where $e_x$ belongs to s*. The s–p coupling is $v$ and the p–s* coupling is $w$. The matrices are

$$H_2=\begin{pmatrix}e_s&v\\v&e_p\end{pmatrix},\qquad H_3(w)=\begin{pmatrix}e_s&v&0\\v&e_p&w\\0&w&e_x\end{pmatrix}.$$

The basis is orthonormal, and the zero corners mean that s and s* do not couple directly. All parameters are real numbers at one fixed wave vector; dispersion and the other orbitals of the crystal are left out.

In Lean 4 with Mathlib:

```lean
import Mathlib

open Matrix

namespace TightBindingSStar

noncomputable section
```

`IsLevel H E` says that some nonzero amplitude vector $c$ satisfies $Hc=Ec$. It does not record multiplicity.

```lean
/-- The energy `E` is a level of the real Hamiltonian matrix `H` if some nonzero
vector of orbital amplitudes solves `H c = E c`. -/
def IsLevel {n : ℕ} (H : Matrix (Fin n) (Fin n) ℝ) (E : ℝ) : Prop :=
  ∃ c : Fin n → ℝ, c ≠ 0 ∧ H *ᵥ c = E • c
```

A middle level has a level strictly below it and another strictly above it. A top level has none above it. Levels at different couplings are compared through this order.

```lean
/-- A level of a three-orbital Hamiltonian with another level below it and another above it. -/
def IsMiddleLevel (H : Matrix (Fin 3) (Fin 3) ℝ) (E : ℝ) : Prop :=
  IsLevel H E ∧ (∃ a, a < E ∧ IsLevel H a) ∧ ∃ b, E < b ∧ IsLevel H b

/-- The highest level of a three-orbital Hamiltonian. -/
def IsTopLevel (H : Matrix (Fin 3) (Fin 3) ℝ) (E : ℝ) : Prop :=
  IsLevel H E ∧ ∀ E', IsLevel H E' → E' ≤ E
```

`spBlock` is $H_2$ and `spsStar` is $H_3(w)$. The cubic `secular`, written $f_w$ below, enters in part (c).

```lean
/-- An s orbital and a p orbital with energies `es`, `ep` and coupling `v`. -/
def spBlock (es ep v : ℝ) : Matrix (Fin 2) (Fin 2) ℝ :=
  !![es, v; v, ep]

/-- The s, p and s* orbitals at X: the p orbital couples to s by `v` and to s* by `w`. -/
def spsStar (es ep ex v w : ℝ) : Matrix (Fin 3) (Fin 3) ℝ :=
  !![es, v, 0; v, ep, w; 0, w, ex]

/-- The secular polynomial of the s, p, s* Hamiltonian. -/
def secular (es ep ex v w x : ℝ) : ℝ :=
  (x - ex) * ((x - es) * (x - ep) - v ^ 2) - w ^ 2 * (x - es)
```

## (a) Levels as zeros of a determinant

**Task.** Show that $E$ is a level of a real $n\times n$ matrix $H$ exactly when $\det(H-E\,I)=0$.

**Solution.** The equation $Hc=Ec$ is the same as $(H-E\,I)c=0$. A square matrix sends some nonzero vector to zero exactly when its determinant vanishes. Mathlib supplies this last fact as `Matrix.exists_mulVec_eq_zero_iff`.

```lean
variable {es ep ex v w : ℝ}

/-- The levels of a Hamiltonian matrix are the zeros of its secular determinant. -/
theorem isLevel_iff_det {n : ℕ} (H : Matrix (Fin n) (Fin n) ℝ) (E : ℝ) :
    IsLevel H E ↔ (H - E • (1 : Matrix (Fin n) (Fin n) ℝ)).det = 0 := by
  rw [← Matrix.exists_mulVec_eq_zero_iff]
  simp only [IsLevel, Matrix.sub_mulVec, Matrix.smul_mulVec, Matrix.one_mulVec, sub_eq_zero]
```

## (b) The s–p secular equation

**Task.** Show that $E$ is a level of $H_2$ exactly when $(E-e_s)(E-e_p)-v^2=0$.

**Solution.** By (a), the condition is $(e_s-E)(e_p-E)-v^2=0$. Changing the sign of both factors leaves their product unchanged.

```lean
/-- The secular equation of the s, p block. -/
theorem isLevel_spBlock (E : ℝ) :
    IsLevel (spBlock es ep v) E ↔ (E - es) * (E - ep) - v ^ 2 = 0 := by
  have h : (spBlock es ep v - E • (1 : Matrix (Fin 2) (Fin 2) ℝ)).det
      = (E - es) * (E - ep) - v ^ 2 := by
    rw [Matrix.det_fin_two]
    simp [spBlock]
    ring
  rw [isLevel_iff_det, h]
```

## (c) The cubic with s* included

**Task.** Show that the levels of $H_3(w)$ are the zeros of
$$f_w(x)=(x-e_x)\left[(x-e_s)(x-e_p)-v^2\right]-w^2(x-e_s).$$

**Solution.** Expanding along the last row gives
$$\det(H_3-E\,I)=(e_x-E)\left[(e_s-E)(e_p-E)-v^2\right]-w^2(e_s-E)=-f_w(E).$$
The overall sign does not affect the zeros.

```lean
/-- The levels of the s, p, s* Hamiltonian are the zeros of its secular polynomial. -/
theorem isLevel_spsStar (E : ℝ) :
    IsLevel (spsStar es ep ex v w) E ↔ secular es ep ex v w E = 0 := by
  have h : (spsStar es ep ex v w - E • (1 : Matrix (Fin 3) (Fin 3) ℝ)).det
      = -secular es ep ex v w E := by
    rw [Matrix.det_fin_three]
    simp [spsStar, secular]
    ring
  rw [isLevel_iff_det, h, neg_eq_zero]
```

## (d) The bare s energy between the s–p levels

**Task.** Let $E_1<E_2$ be levels of $H_2$ and $v\ne0$. Show that, for all $x$,
$$(x-e_s)(x-e_p)-v^2=(x-E_1)(x-E_2),\qquad\text{and}\qquad E_1<e_s<E_2.$$

**Solution.** Call the left side $q(x)$. Then
$$0=q(E_2)-q(E_1)=(E_2-E_1)(E_1+E_2-e_s-e_p),$$
so $E_1+E_2=e_s+e_p$. Hence
$$q(x)=q(x)-q(E_1)=(x-E_1)(x+E_1-e_s-e_p)=(x-E_1)(x-E_2).$$
At $x=e_s$ this reads $(e_s-E_1)(e_s-E_2)=-v^2<0$, which puts $e_s$ strictly between the levels.

In the code, `hs` is the sum rule and `hq` the factorisation. Each inequality is proved by contradiction: if it failed, the product at $e_s$ would be nonnegative.

```lean
/-- Two distinct levels of the s, p block factor its secular polynomial, and for nonzero
coupling the bare s energy lies strictly between them. -/
theorem spBlock_factor {E1 E2 : ℝ} (hv : v ≠ 0) (h12 : E1 < E2)
    (h1 : IsLevel (spBlock es ep v) E1) (h2 : IsLevel (spBlock es ep v) E2) :
    (∀ x, (x - es) * (x - ep) - v ^ 2 = (x - E1) * (x - E2)) ∧ E1 < es ∧ es < E2 := by
  rw [isLevel_spBlock] at h1 h2
  -- the trace fixes the sum of the levels
  have hs : E1 + E2 = es + ep :=
    mul_left_cancel₀ (sub_ne_zero.2 h12.ne') (by linear_combination h2 - h1)
  have hq : ∀ x, (x - es) * (x - ep) - v ^ 2 = (x - E1) * (x - E2) := fun x => by
    linear_combination h1 + (x - E1) * hs
  have hv2 : 0 < v ^ 2 := by positivity
  have he := hq es
  refine ⟨hq, ?_, ?_⟩
  · by_contra h
    have h' := not_lt.1 h
    nlinarith [mul_nonneg (sub_nonneg.2 h') (sub_nonneg.2 (h'.trans h12.le))]
  · by_contra h
    have h' := not_lt.1 h
    nlinarith [mul_nonneg (sub_nonneg.2 h') (sub_nonneg.2 (h12.le.trans h'))]
```

## (e) Factoring the cubic

**Task.** Let $a<b<c$ be levels of $H_3(w)$. Show that $f_w(x)=(x-a)(x-b)(x-c)$ for all $x$.

**Solution.** Write $f_w(x)=x^3-Sx^2+Tx-D$, with $S=e_s+e_p+e_x$ and $T=e_se_p+e_x(e_s+e_p)-v^2-w^2$; $D$ is the remaining constant. Dividing $f_w(b)-f_w(a)=0$ by $b-a$, and $f_w(c)-f_w(b)=0$ by $c-b$, gives
$$a^2+ab+b^2-S(a+b)+T=0,\qquad b^2+bc+c^2-S(b+c)+T=0.$$
Their difference, divided by $c-a$, is $a+b+c-S=0$. Newton's interpolation identity is
$$\begin{aligned}f_w(x)={}&f_w(a)+(x-a)\left[a^2+ab+b^2-S(a+b)+T\right]\\&+(x-a)(x-b)(a+b+c-S)+(x-a)(x-b)(x-c).\end{aligned}$$
Only the last term survives. In the code, `h1` and `h2` are the two displayed equations and `h3` is $a+b+c-S=0$. The final `linear_combination` is Newton's identity, whose first three terms vanish by `ha`, `h1` and `h3`.

```lean
/-- Three distinct levels of the s, p, s* Hamiltonian factor its secular polynomial. -/
theorem secular_factor {a b c : ℝ} (hab : a < b) (hbc : b < c)
    (ha : IsLevel (spsStar es ep ex v w) a) (hb : IsLevel (spsStar es ep ex v w) b)
    (hc : IsLevel (spsStar es ep ex v w) c) (x : ℝ) :
    secular es ep ex v w x = (x - a) * (x - b) * (x - c) := by
  rw [isLevel_spsStar] at ha hb hc
  unfold secular at *
  -- divided differences of the cubic
  have h1 : a ^ 2 + a * b + b ^ 2 - (es + ep + ex) * (a + b)
      + (es * ep + ex * (es + ep) - v ^ 2 - w ^ 2) = 0 :=
    mul_left_cancel₀ (sub_ne_zero.2 hab.ne') (by linear_combination hb - ha)
  have h2 : b ^ 2 + b * c + c ^ 2 - (es + ep + ex) * (b + c)
      + (es * ep + ex * (es + ep) - v ^ 2 - w ^ 2) = 0 :=
    mul_left_cancel₀ (sub_ne_zero.2 hbc.ne') (by linear_combination hc - hb)
  have h3 : a + b + c - (es + ep + ex) = 0 :=
    mul_left_cancel₀ (sub_ne_zero.2 (hab.trans hbc).ne') (by linear_combination h2 - h1)
  linear_combination ha + (x - a) * h1 + (x - a) * (x - b) * h3
```

## (f) Strict interlacing

**Task.** Let $v,w\ne0$ and let $E_1<E_2$ be levels of $H_2$. Show that $H_3(w)$ has exactly three levels $l_1,l_2,l_3$, with
$$l_1<E_1<l_2<E_2<l_3.$$

**Solution.** By (d), $f_w(x)=(x-e_x)(x-E_1)(x-E_2)-w^2(x-e_s)$, so
$$f_w(E_1)=w^2(e_s-E_1)>0,\qquad f_w(E_2)=-w^2(E_2-e_s)<0.$$
Take $L=\min(E_1-1,\,e_x-w^2)$. Then $(e_x-L)(E_1-L)\ge w^2$, and
$$f_w(L)\le-w^2(E_2-L)+w^2(e_s-L)=-w^2(E_2-e_s)<0.$$
Take $U=\max(E_2+1,\,e_x+w^2)$. Then $(U-e_x)(U-E_2)\ge w^2$, and
$$f_w(U)\ge w^2(U-E_1)-w^2(U-e_s)=w^2(e_s-E_1)>0.$$
The intermediate value theorem gives a zero in each of $(L,E_1)$, $(E_1,E_2)$ and $(E_2,U)$. By (e), there are no others.

The four signs are `fL`, `f1`, `f2` and `fU`. The position of $e_x$ is unrestricted.

```lean
/-- Strict interlacing: for nonzero couplings the s, p, s* Hamiltonian has exactly three
levels, and the two levels of the s, p block separate them. -/
theorem levels_interlace {E1 E2 : ℝ} (hv : v ≠ 0) (hw : w ≠ 0) (h12 : E1 < E2)
    (h1 : IsLevel (spBlock es ep v) E1) (h2 : IsLevel (spBlock es ep v) E2) :
    ∃ l1 l2 l3, l1 < E1 ∧ E1 < l2 ∧ l2 < E2 ∧ E2 < l3 ∧
      ∀ E, IsLevel (spsStar es ep ex v w) E ↔ E = l1 ∨ E = l2 ∨ E = l3 := by
  obtain ⟨hq, hs1, hs2⟩ := spBlock_factor hv h12 h1 h2
  have hw2 : 0 < w ^ 2 := by positivity
  have hf : ∀ x, secular es ep ex v w x
      = (x - ex) * ((x - E1) * (x - E2)) - w ^ 2 * (x - es) := fun x => by
    rw [secular, hq x]
  have hc : Continuous (secular es ep ex v w) := by
    have h : Continuous (fun x : ℝ =>
      (x - ex) * ((x - es) * (x - ep) - v ^ 2) - w ^ 2 * (x - es)) := by fun_prop
    exact h
  have p1 := mul_pos hw2 (sub_pos.2 hs1)
  have p2 := mul_pos hw2 (sub_pos.2 hs2)
  -- signs at the block levels
  have f1 : 0 < secular es ep ex v w E1 := by rw [hf]; nlinarith
  have f2 : secular es ep ex v w E2 < 0 := by rw [hf]; nlinarith
  -- signs far below and far above
  have hL : ∃ L, L ≤ E1 - 1 ∧ L ≤ ex - w ^ 2 := ⟨_, min_le_left _ _, min_le_right _ _⟩
  have hU : ∃ U, E2 + 1 ≤ U ∧ ex + w ^ 2 ≤ U := ⟨_, le_max_left _ _, le_max_right _ _⟩
  obtain ⟨L, hL1, hL2⟩ := hL
  obtain ⟨U, hU1, hU2⟩ := hU
  have fL : secular es ep ex v w L < 0 := by
    have a1 : 0 ≤ ex - L := by linarith
    have a2 : 0 ≤ E1 - L - 1 := by linarith
    have a3 : 0 ≤ E2 - L := by linarith
    have h : 0 ≤ (ex - L) * (E1 - L) - w ^ 2 := by nlinarith [mul_nonneg a1 a2]
    rw [hf]
    nlinarith [mul_nonneg h a3]
  have fU : 0 < secular es ep ex v w U := by
    have a1 : 0 ≤ U - ex := by linarith
    have a2 : 0 ≤ U - E2 - 1 := by linarith
    have a3 : 0 ≤ U - E1 := by linarith
    have h : 0 ≤ (U - ex) * (U - E2) - w ^ 2 := by nlinarith [mul_nonneg a1 a2]
    rw [hf]
    nlinarith [mul_nonneg h a3]
  obtain ⟨l1, ⟨_, b1⟩, r1⟩ :=
    intermediate_value_Ioo (by linarith : L ≤ E1) hc.continuousOn ⟨fL, f1⟩
  obtain ⟨l2, ⟨c2, b2⟩, r2⟩ := intermediate_value_Ioo' h12.le hc.continuousOn ⟨f2, f1⟩
  obtain ⟨l3, ⟨c3, _⟩, r3⟩ :=
    intermediate_value_Ioo (by linarith : E2 ≤ U) hc.continuousOn ⟨f2, fU⟩
  refine ⟨l1, l2, l3, b1, c2, b2, c3, fun E => ?_⟩
  rw [isLevel_spsStar, secular_factor (b1.trans c2) (b2.trans c3)
    ((isLevel_spsStar _).2 r1) ((isLevel_spsStar _).2 r2) ((isLevel_spsStar _).2 r3)]
  simp only [mul_eq_zero, sub_eq_zero, or_assoc]
```

## (g) A floor for the middle level

**Task.** Let $v\ne0$, $e_s<e_x$, and let $a<b<c$ be levels of $H_3(w)$. Show that $a<e_s<b$.

**Solution.** Direct substitution gives
$$f_w(e_s)=v^2(e_x-e_s)>0,\qquad f_w(e_x)=-w^2(e_x-e_s)\le0.$$
If $e_s\ge c$, then $e_x>c$ and the factored cubic is positive at $e_x$, a contradiction. So $e_s<c$. Since $(e_s-a)(e_s-b)(e_s-c)>0$, it follows that $(e_s-a)(e_s-b)<0$, which is the claim. These two steps are `hsc` and `hneg`.

```lean
/-- If s* lies above s and s couples to p, the bare s energy lies strictly between the
lowest and the middle of three distinct levels. -/
theorem s_energy_between {a b c : ℝ} (hv : v ≠ 0) (hx : es < ex) (hab : a < b) (hbc : b < c)
    (ha : IsLevel (spsStar es ep ex v w) a) (hb : IsLevel (spsStar es ep ex v w) b)
    (hc : IsLevel (spsStar es ep ex v w) c) : a < es ∧ es < b := by
  have hs := secular_factor hab hbc ha hb hc es
  have ht := secular_factor hab hbc ha hb hc ex
  unfold secular at hs ht
  have hv2 : 0 < v ^ 2 := by positivity
  have p := mul_pos hv2 (sub_pos.2 hx)
  have q := mul_nonneg (sq_nonneg w) (sub_pos.2 hx).le
  have hsc : es < c := by
    by_contra h
    have h' := not_lt.1 h
    have r := mul_pos (mul_pos (by linarith : 0 < ex - a) (by linarith : 0 < ex - b))
      (by linarith : 0 < ex - c)
    nlinarith
  have hneg : (es - a) * (es - b) < 0 := by
    by_contra h
    nlinarith [mul_nonneg (not_lt.1 h) (sub_pos.2 hsc).le]
  constructor
  · by_contra h
    have h' := not_lt.1 h
    nlinarith [mul_nonneg (sub_nonneg.2 h') (sub_nonneg.2 (h'.trans hab.le))]
  · by_contra h
    have h' := not_lt.1 h
    nlinarith [mul_nonneg (sub_nonneg.2 h') (sub_nonneg.2 (hab.le.trans h'))]
```

## (h) Stronger coupling, lower middle level

**Task.** Let $v\ne0$, $e_s<e_x$ and $w^2<w'^2$. If $E$ and $E'$ are middle levels of $H_3(w)$ and $H_3(w')$, show that $E'<E$.

**Solution.** Since $f_w(E)=0$ and $E>e_s$ by (g),
$$f_{w'}(E)=-(w'^2-w^2)(E-e_s)<0.$$
Let $a'<E'<b'$ be the levels at $w'$. By (g), $a'<e_s<E$. If $E\le E'$, then also $E<b'$, and $(E-a')(E-E')(E-b')\ge0$. By (e) this product is $f_{w'}(E)$, a contradiction. The last `nlinarith` combines these two signs.

```lean
/-- If s* lies above s and s couples to p, the middle level falls strictly as the
strength of the s* coupling grows. -/
theorem middle_level_falls {w' E E' : ℝ} (hv : v ≠ 0) (hx : es < ex) (hww : w ^ 2 < w' ^ 2)
    (hE : IsMiddleLevel (spsStar es ep ex v w) E)
    (hE' : IsMiddleLevel (spsStar es ep ex v w') E') : E' < E := by
  obtain ⟨h0, ⟨a, haE, ha⟩, b, hEb, hb⟩ := hE
  obtain ⟨h0', ⟨a', haE', ha'⟩, b', hEb', hb'⟩ := hE'
  have hs := (s_energy_between hv hx haE hEb ha h0 hb).2
  have hs' := (s_energy_between hv hx haE' hEb' ha' h0' hb').1
  -- compare the two secular polynomials at the old level
  have hf := secular_factor haE' hEb' ha' h0' hb' E
  rw [isLevel_spsStar] at h0
  unfold secular at h0 hf
  have p := mul_pos (sub_pos.2 hww) (sub_pos.2 hs)
  by_contra h
  have h' := not_lt.1 h
  have r := mul_nonneg (mul_nonneg (by linarith : 0 ≤ E - a') (sub_nonneg.2 h'))
    (by linarith : 0 ≤ b' - E)
  nlinarith
```

## (i) s* above: the level falls

**Task.** Let $v,w\ne0$, let $E_1<E_2$ be levels of $H_2$, and let $E_2<e_x$. Show that $E_2$ is a middle level of $H_3(0)$ and that $H_3(w)$ has a middle level $E$ with $e_s<E<E_2$.

**Solution.** At $w=0$ the cubic is $(x-e_x)(x-E_1)(x-E_2)$, with zeros $E_1<E_2<e_x$. At coupling $w$, take $E=l_2$ from (f), which lies below $E_2$. Since $e_s<E_2<e_x$, part (g) gives $e_s<l_2$. The closing `all_goals` block checks the three zeros at $w=0$.

```lean
/-- With s* above the upper s, p level `E2` and nonzero couplings, `E2` is the middle level
before s* is coupled, and the coupling lowers the middle level, which stays above `es`. -/
theorem conduction_level_lowered {E1 E2 : ℝ} (hv : v ≠ 0) (hw : w ≠ 0) (h12 : E1 < E2)
    (h1 : IsLevel (spBlock es ep v) E1) (h2 : IsLevel (spBlock es ep v) E2) (hx : E2 < ex) :
    IsMiddleLevel (spsStar es ep ex v 0) E2 ∧
      ∃ E, IsMiddleLevel (spsStar es ep ex v w) E ∧ es < E ∧ E < E2 := by
  obtain ⟨hq, _, hs2⟩ := spBlock_factor hv h12 h1 h2
  obtain ⟨l1, l2, l3, b1, c2, b2, c3, hl⟩ := levels_interlace (ex := ex) hv hw h12 h1 h2
  have k1 := (hl l1).2 (Or.inl rfl)
  have k2 := (hl l2).2 (Or.inr (Or.inl rfl))
  have k3 := (hl l3).2 (Or.inr (Or.inr rfl))
  refine ⟨⟨?_, ⟨E1, h12, ?_⟩, ex, hx, ?_⟩, l2,
    ⟨k2, ⟨l1, b1.trans c2, k1⟩, l3, b2.trans c3, k3⟩,
    (s_energy_between hv (hs2.trans hx) (b1.trans c2) (b2.trans c3) k1 k2 k3).2, b2⟩
  all_goals
    rw [isLevel_spsStar, secular, hq]
    ring
```

## (j) s* below: the level rises

**Task.** Keep the assumptions of (i), but let $e_x<E_2$. Show that $E_2$ is the top level of $H_3(0)$ and that the top level $E$ of $H_3(w)$ satisfies $E>E_2$.

**Solution.** At $w=0$ the zeros are $E_1$, $E_2$ and $e_x$, and $E_2$ is the largest. In the code, a level above $E_2$ would make all three factors positive, so the cubic could not vanish there. At coupling $w$ the top level is $l_3$, and $l_3>E_2$ by (f).

In the borderline case $e_x=E_2$ the uncoupled level is doubly degenerate, and (f) places one coupled level on each side of it within the range above $E_1$.

```lean
/-- With s* below the upper s, p level `E2` and nonzero couplings, `E2` is the top level
before s* is coupled, and the coupling raises the top level. -/
theorem conduction_level_raised {E1 E2 : ℝ} (hv : v ≠ 0) (hw : w ≠ 0) (h12 : E1 < E2)
    (h1 : IsLevel (spBlock es ep v) E1) (h2 : IsLevel (spBlock es ep v) E2) (hx : ex < E2) :
    IsTopLevel (spsStar es ep ex v 0) E2 ∧
      ∃ E, IsTopLevel (spsStar es ep ex v w) E ∧ E2 < E := by
  obtain ⟨hq, _, _⟩ := spBlock_factor hv h12 h1 h2
  obtain ⟨l1, l2, l3, b1, c2, b2, c3, hl⟩ := levels_interlace (ex := ex) hv hw h12 h1 h2
  refine ⟨⟨?_, fun E' h => ?_⟩, l3, ⟨(hl l3).2 (Or.inr (Or.inr rfl)), fun E' h => ?_⟩, c3⟩
  · rw [isLevel_spsStar, secular, hq]
    ring
  · rw [isLevel_spsStar, secular, hq] at h
    by_contra hlt
    have h' := not_le.1 hlt
    have r := mul_pos (by linarith : 0 < E' - ex)
      (mul_pos (by linarith : 0 < E' - E1) (by linarith : 0 < E' - E2))
    nlinarith
  · rcases (hl E').1 h with h | h | h <;> linarith

end

end TightBindingSStar
```

```lean
#print axioms TightBindingSStar.middle_level_falls
#print axioms TightBindingSStar.conduction_level_lowered
#print axioms TightBindingSStar.conduction_level_raised
```

```
'TightBindingSStar.middle_level_falls' depends on axioms: [propext, Classical.choice, Quot.sound]
'TightBindingSStar.conduction_level_lowered' depends on axioms: [propext, Classical.choice, Quot.sound]
'TightBindingSStar.conduction_level_raised' depends on axioms: [propext, Classical.choice, Quot.sound]
```
